# The Yuen–Kennedy–Lax certificate for minimum-error state discrimination

## Question

A source emits the state ρ_k with probability p_k, and I measure a POVM {E_k}, guessing k on outcome k. If a Hermitian G has G − p_kρ_k positive semidefinite for every k, then every POVM obeys

Σ_k p_k Tr(ρ_k E_k) ≤ Tr G,

with equality if and only if (G − p_kρ_k)E_k = 0 for all k. Can you state and prove this in Lean 4 with Mathlib, and show what follows from it for optimal measurements?

## Answer

The claim holds as stated in finite dimension, and it is the theorem `yuen_kennedy_lax` below. The proof writes the gap between the two sides as a sum of traces of products of positive semidefinite operators.

### How the physics is encoded

Operators are complex matrices, `Matrix n n ℂ`, with rows and columns indexed by a finite type `n`. The labels k run over a finite type `ι`, and the same labels name the states and the outcomes. Write A ⪰ 0 for `A.PosSemidef`, which in Mathlib includes Hermiticity, and A† for `Aᴴ`.

`IsPOVM E` says that E_k ⪰ 0 for all k and Σ_k E_k = 1. `IsEnsemble p ρ` says that p_k ≥ 0, Σ_k p_k = 1, ρ_k ⪰ 0 and Tr ρ_k = 1. `IsCertificate p ρ G` says that G − p_kρ_k ⪰ 0 for all k. The success probability `successProb p ρ E` is the real number

S(E) = Σ_k p_k Re Tr(ρ_k E_k).

The real part makes S(E) a real number that can be ordered, and Tr G appears as Re Tr G for the same reason. For Hermitian ρ_k, E_k and G these traces are real, so nothing is lost.

The main theorem assumes only `IsCertificate p ρ G` and `IsPOVM E`. The numbers p_k are arbitrary reals and the ρ_k arbitrary matrices, so the physical case is included. Hermiticity of G is not assumed either. It follows, by `certificate_isHermitian`, as soon as one ρ_k is Hermitian.

### Derivation by hand

Step 1, traces of products. Let A ⪰ 0 and B ⪰ 0, factor them as A = C†C and B = D†D, and put M = CD†. Cyclicity of the trace gives

Tr(AB) = Tr(C†C D†D) = Tr(D C† C D†) = Tr(M†M) = Σ_ij |M_ij|² ≥ 0.

If Tr(AB) = 0 then M = 0, and AB = C†MD = 0. Conversely AB = 0 has trace zero.

Step 2, Hermiticity. G = (G − p_kρ_k) + p_kρ_k, where the first term is Hermitian because it is positive semidefinite and the second because p_k is real and ρ_k Hermitian.

Step 3, the gap. From Σ_k E_k = 1 we have Tr G = Σ_k Tr(G E_k), hence

Re Tr G − S(E) = Σ_k Re Tr((G − p_kρ_k)E_k).

Step 4, the bound. Each term on the right is nonnegative by step 1, so S(E) ≤ Re Tr G. The sum vanishes exactly when each term does, and by step 1 that happens exactly when (G − p_kρ_k)E_k = 0 for all k. Call this condition slackness.

Step 5, optimality. Let a certificate G and a POVM E obey slackness, so S(E) = Re Tr G. For any POVM F and any certificate G′,

S(F) ≤ Re Tr G = S(E) ≤ Re Tr G′.

So E maximises the success probability and G minimises the trace. Summing G E_k = p_kρ_kE_k over k gives

G = Σ_k p_kρ_kE_k.

Step 6, perfect discrimination. For an ensemble take G = Σ_j p_jρ_j. Then G − p_kρ_k = Σ_{j≠k} p_jρ_j ⪰ 0 and Tr G = Σ_j p_j = 1, so S(E) ≤ 1. Equality means Σ_{j≠k} p_jρ_jE_k = 0 for each k. The trace of this is a sum of nonnegative terms, so each p_jρ_jE_k with j ≠ k vanishes by step 1, and the converse is immediate.

Step 7, two labels 0 and 1. Let Δ = p_0ρ_0 − p_1ρ_1, and let P satisfy P† = P, P² = P, ΔP ⪰ 0 and −Δ(1 − P) ⪰ 0. Since P = P†P and 1 − P = (1 − P)†(1 − P), the pair (P, 1 − P) is a POVM. Put G = p_1ρ_1 + ΔP. Then

G − p_0ρ_0 = −Δ + ΔP = −Δ(1 − P),  G − p_1ρ_1 = ΔP,

so G is a certificate. Slackness follows from (1 − P)P = 0 and P(1 − P) = 0, and step 5 makes (P, 1 − P) optimal.

Step 8, a qubit example. Let ρ_0 and ρ_1 project on the unit vectors (4/5, 3/5) and (4/5, −3/5), with p_0 = p_1 = 1/2, and let E_0 and E_1 project on (1, 1)/√2 and (1, −1)/√2. With G = diag(14/25, 21/50),

G − ρ_0/2 = (12/25)E_1,  G − ρ_1/2 = (12/25)E_0,  Δ = (12/25)(E_0 − E_1).

The first two are positive semidefinite, and E_1E_0 = E_0E_1 = 0 gives slackness. Also ΔE_0 = (12/25)E_0 and −Δ(1 − E_0) = (12/25)E_1. The trace is Tr G = 49/50, which agrees with the squared overlap (7/5)²/2 of each state with its own outcome vector.

### The Lean file

```lean
import Mathlib

open Matrix
open scoped ComplexOrder MatrixOrder

namespace StateDiscrimination

noncomputable section

variable {n ι : Type*} [Fintype n] [DecidableEq n] [Fintype ι]

/-- A POVM: positive semidefinite effects that sum to the identity. -/
def IsPOVM (E : ι → Matrix n n ℂ) : Prop :=
  (∀ k, (E k).PosSemidef) ∧ ∑ k, E k = 1

/-- An ensemble: probabilities `p k` and density matrices `ρ k`. -/
def IsEnsemble (p : ι → ℝ) (ρ : ι → Matrix n n ℂ) : Prop :=
  (∀ k, 0 ≤ p k) ∧ ∑ k, p k = 1 ∧ (∀ k, (ρ k).PosSemidef) ∧ ∀ k, trace (ρ k) = 1

/-- The success probability `∑ p_k Re Tr(ρ_k E_k)` of guessing `k` on outcome `k`. -/
def successProb (p : ι → ℝ) (ρ E : ι → Matrix n n ℂ) : ℝ :=
  ∑ k, p k * (trace (ρ k * E k)).re

/-- A certificate: an operator `G` with `G - p_k ρ_k` positive semidefinite for all `k`. -/
def IsCertificate (p : ι → ℝ) (ρ : ι → Matrix n n ℂ) (G : Matrix n n ℂ) : Prop :=
  ∀ k, (G - (p k : ℂ) • ρ k).PosSemidef

/-- The Helstrom operator `Δ = p_0 ρ_0 - p_1 ρ_1` of two weighted states. -/
def helstrom (p : Fin 2 → ℝ) (ρ : Fin 2 → Matrix n n ℂ) : Matrix n n ℂ :=
  (p 0 : ℂ) • ρ 0 - (p 1 : ℂ) • ρ 1

/-- For positive semidefinite `A`, `B` the real part of `Tr(AB)` is nonnegative and vanishes
exactly when `AB = 0`. -/
theorem trace_mul_posSemidef {A B : Matrix n n ℂ} (hA : A.PosSemidef) (hB : B.PosSemidef) :
    0 ≤ (trace (A * B)).re ∧ ((trace (A * B)).re = 0 ↔ A * B = 0) := by
  obtain ⟨C, hC⟩ : ∃ C : Matrix n n ℂ, A = Cᴴ * C :=
    CStarAlgebra.nonneg_iff_eq_star_mul_self.mp hA.nonneg
  obtain ⟨D, hD⟩ : ∃ D : Matrix n n ℂ, B = Dᴴ * D :=
    CStarAlgebra.nonneg_iff_eq_star_mul_self.mp hB.nonneg
  -- Tr(AB) is the squared Hilbert-Schmidt norm of C D†
  have ht : trace (A * B) = trace ((C * Dᴴ)ᴴ * (C * Dᴴ)) := by
    rw [hC, hD, conjTranspose_mul, conjTranspose_conjTranspose, ← Matrix.mul_assoc (Cᴴ * C),
      trace_mul_comm _ D]
    simp only [Matrix.mul_assoc]
  have hnn : 0 ≤ trace (A * B) := by
    rw [ht]
    exact (posSemidef_conjTranspose_mul_self _).trace_nonneg
  obtain ⟨hre, him⟩ := Complex.le_def.mp hnn
  refine ⟨hre, fun h => ?_, fun h => by rw [h]; simp⟩
  have h0 : trace (A * B) = 0 := Complex.ext h him.symm
  rw [ht, trace_conjTranspose_mul_self_eq_zero_iff] at h0
  calc A * B = Cᴴ * (C * Dᴴ) * D := by rw [hC, hD]; simp only [Matrix.mul_assoc]
    _ = 0 := by rw [h0]; simp

omit [Fintype n] [DecidableEq n] [Fintype ι] in
/-- A certificate is Hermitian as soon as one of the `ρ k` is Hermitian. -/
theorem certificate_isHermitian {p : ι → ℝ} {ρ : ι → Matrix n n ℂ} {G : Matrix n n ℂ}
    (hG : IsCertificate p ρ G) (k : ι) (hρ : (ρ k).IsHermitian) : G.IsHermitian := by
  have h : ((p k : ℂ) • ρ k).IsHermitian := by
    unfold Matrix.IsHermitian
    rw [conjTranspose_smul, hρ.eq]
    simp
  simpa using (hG k).isHermitian.add h

/-- If the effects sum to the identity, the gap between `Re Tr G` and the success probability
is `∑ Re Tr((G - p_k ρ_k) E_k)`. -/
theorem duality_gap (p : ι → ℝ) (ρ E : ι → Matrix n n ℂ) (G : Matrix n n ℂ)
    (hE : ∑ k, E k = 1) :
    (trace G).re - successProb p ρ E = ∑ k, (trace ((G - (p k : ℂ) • ρ k) * E k)).re := by
  have h : trace G = ∑ k, trace (G * E k) :=
    calc trace G = trace (G * ∑ k, E k) := by rw [hE, mul_one]
      _ = ∑ k, trace (G * E k) := by rw [Finset.mul_sum, trace_sum]
  rw [h, Complex.re_sum, successProb, ← Finset.sum_sub_distrib]
  refine Finset.sum_congr rfl fun k _ => ?_
  rw [sub_mul, smul_mul_assoc, trace_sub, trace_smul, smul_eq_mul]
  simp

/-- Yuen-Kennedy-Lax certificate: every POVM has success probability at most `Re Tr G`,
with equality if and only if `(G - p_k ρ_k) E_k = 0` for all `k`. -/
theorem yuen_kennedy_lax {p : ι → ℝ} {ρ E : ι → Matrix n n ℂ} {G : Matrix n n ℂ}
    (hG : IsCertificate p ρ G) (hE : IsPOVM E) :
    successProb p ρ E ≤ (trace G).re ∧
      (successProb p ρ E = (trace G).re ↔ ∀ k, (G - (p k : ℂ) • ρ k) * E k = 0) := by
  have gap := duality_gap p ρ E G hE.2
  have t := fun k => trace_mul_posSemidef (hG k) (hE.1 k)
  have hnn := Finset.sum_nonneg (s := Finset.univ) fun k _ => (t k).1
  -- a sum of nonnegative terms vanishes only term by term
  have hz := Finset.sum_eq_zero_iff_of_nonneg (s := Finset.univ) fun k _ => (t k).1
  refine ⟨by linarith, fun h k => ?_, fun h => ?_⟩
  · exact (t k).2.mp (hz.mp (by linarith) k (Finset.mem_univ k))
  · have := hz.mpr fun k _ => (t k).2.mpr (h k)
    linarith

/-- If a certificate `G` and a POVM `E` obey `(G - p_k ρ_k) E_k = 0` for all `k`, no POVM does
better than `E`, no certificate has smaller `Re Tr`, and `G = ∑ p_k ρ_k E_k`. -/
theorem optimal_of_slackness {p : ι → ℝ} {ρ E : ι → Matrix n n ℂ} {G : Matrix n n ℂ}
    (hG : IsCertificate p ρ G) (hE : IsPOVM E) (h : ∀ k, (G - (p k : ℂ) • ρ k) * E k = 0) :
    (∀ F, IsPOVM F → successProb p ρ F ≤ successProb p ρ E) ∧
      (∀ G', IsCertificate p ρ G' → (trace G).re ≤ (trace G').re) ∧
      G = ∑ k, (p k : ℂ) • (ρ k * E k) := by
  have heq := (yuen_kennedy_lax hG hE).2.mpr h
  refine ⟨fun F hF => ?_, fun G' hG' => ?_, ?_⟩
  · exact (yuen_kennedy_lax hG hF).1.trans heq.ge
  · exact heq.ge.trans (yuen_kennedy_lax hG' hE).1
  · calc G = G * ∑ k, E k := by rw [hE.2, mul_one]
      _ = ∑ k, G * E k := Finset.mul_sum _ _ _
      _ = ∑ k, (p k : ℂ) • (ρ k * E k) := Finset.sum_congr rfl fun k _ => by
          have hk := h k
          rwa [sub_mul, smul_mul_assoc, sub_eq_zero] at hk

/-- For an ensemble the success probability is at most one, and equals one if and only if
`p_j ρ_j E_k = 0` whenever `j ≠ k`. -/
theorem perfect_discrimination {p : ι → ℝ} {ρ E : ι → Matrix n n ℂ}
    (hρ : IsEnsemble p ρ) (hE : IsPOVM E) :
    successProb p ρ E ≤ 1 ∧
      (successProb p ρ E = 1 ↔ ∀ j k, j ≠ k → ((p j : ℂ) • ρ j) * E k = 0) := by
  classical
  obtain ⟨hp, hsum, hpos, htr⟩ := hρ
  have hw : ∀ j, ((p j : ℂ) • ρ j).PosSemidef := fun j =>
    (hpos j).smul (Complex.zero_le_real.mpr (hp j))
  -- the average state is a certificate of trace one
  obtain ⟨G, hGd⟩ : ∃ G, G = ∑ j, (p j : ℂ) • ρ j := ⟨_, rfl⟩
  have hs : ∀ k, G - (p k : ℂ) • ρ k = ∑ j ∈ Finset.univ.erase k, (p j : ℂ) • ρ j := fun k => by
    rw [hGd, ← Finset.add_sum_erase _ _ (Finset.mem_univ k), add_sub_cancel_left]
  have hG : IsCertificate p ρ G := fun k => by
    rw [hs k]
    exact Finset.sum_induction _ PosSemidef (fun _ _ ha hb => ha.add hb) PosSemidef.zero
      fun j _ => hw j
  have h1 : (trace G).re = 1 :=
    calc (trace G).re = ∑ j, p j := by
          rw [hGd, trace_sum, Complex.re_sum]
          exact Finset.sum_congr rfl fun j _ => by simp [htr j]
      _ = 1 := hsum
  obtain ⟨hle, hiff⟩ := yuen_kennedy_lax hG hE
  rw [h1] at hle hiff
  refine ⟨hle, hiff.trans ⟨fun h j k hjk => ?_, fun h k => ?_⟩⟩
  · have h2 := congrArg (fun M => (trace M).re) (h k)
    simp only [hs k, Finset.sum_mul, trace_sum, Complex.re_sum, trace_zero,
      Complex.zero_re] at h2
    have t := fun i => trace_mul_posSemidef (hw i) (hE.1 k)
    exact (t j).2.mp ((Finset.sum_eq_zero_iff_of_nonneg fun i _ => (t i).1).mp h2 j
      (Finset.mem_erase.mpr ⟨hjk, Finset.mem_univ j⟩))
  · rw [hs k, Finset.sum_mul]
    exact Finset.sum_eq_zero fun j hj => h j k (Finset.mem_erase.mp hj).1

/-- Helstrom measurement: if `P` is an orthogonal projector with `ΔP` and `-Δ(1 - P)` positive
semidefinite, then `(P, 1 - P)` is a POVM and no two-outcome POVM does better. -/
theorem helstrom_optimal {p : Fin 2 → ℝ} {ρ : Fin 2 → Matrix n n ℂ} {P : Matrix n n ℂ}
    (hH : Pᴴ = P) (hPP : P * P = P) (hpos : (helstrom p ρ * P).PosSemidef)
    (hneg : (-(helstrom p ρ * (1 - P))).PosSemidef) :
    IsPOVM ![P, 1 - P] ∧ ∀ F, IsPOVM F → successProb p ρ F ≤ successProb p ρ ![P, 1 - P] := by
  have hP : P.PosSemidef := by
    have h := posSemidef_conjTranspose_mul_self P
    rwa [hH, hPP] at h
  have hQ : (1 - P).PosSemidef := by
    have h := posSemidef_conjTranspose_mul_self (1 - P)
    rwa [conjTranspose_sub, conjTranspose_one, hH, sub_mul, one_mul, mul_sub, mul_one, hPP,
      sub_self, sub_zero] at h
  have hE : IsPOVM ![P, 1 - P] := ⟨Fin.forall_fin_two.mpr ⟨hP, hQ⟩, by simp⟩
  -- the certificate G = p_1 ρ_1 + Δ P
  obtain ⟨G, hG⟩ : ∃ G, G = (p 1 : ℂ) • ρ 1 + helstrom p ρ * P := ⟨_, rfl⟩
  have e : ∀ a b : Matrix n n ℂ, b + (a - b) * P - a = -((a - b) * (1 - P)) := by
    intro a b
    noncomm_ring
  have c0 : G - (p 0 : ℂ) • ρ 0 = -(helstrom p ρ * (1 - P)) := by rw [hG]; exact e _ _
  have c1 : G - (p 1 : ℂ) • ρ 1 = helstrom p ρ * P := by rw [hG, add_sub_cancel_left]
  have s0 : (G - (p 0 : ℂ) • ρ 0) * P = 0 := by
    rw [c0, neg_mul, mul_assoc, sub_mul, one_mul, hPP, sub_self, mul_zero, neg_zero]
  have s1 : (G - (p 1 : ℂ) • ρ 1) * (1 - P) = 0 := by
    rw [c1, mul_assoc, mul_sub, mul_one, hPP, sub_self, mul_zero]
  rw [← c0] at hneg
  rw [← c1] at hpos
  have hC : IsCertificate p ρ G := by
    unfold IsCertificate
    exact Fin.forall_fin_two.mpr ⟨hneg, hpos⟩
  exact ⟨hE, (optimal_of_slackness hC hE (Fin.forall_fin_two.mpr ⟨s0, s1⟩)).1⟩

/-- Equal priors on two states. -/
def wP : Fin 2 → ℝ := fun _ => 1 / 2

/-- The projectors on the qubit vectors `(4/5, 3/5)` and `(4/5, -3/5)`. -/
def wRho : Fin 2 → Matrix (Fin 2) (Fin 2) ℂ :=
  ![!![16/25, 12/25; 12/25, 9/25], !![16/25, -12/25; -12/25, 9/25]]

/-- The projectors on the directions `(1, 1)` and `(1, -1)`. -/
def wE : Fin 2 → Matrix (Fin 2) (Fin 2) ℂ :=
  ![!![1/2, 1/2; 1/2, 1/2], !![1/2, -1/2; -1/2, 1/2]]

/-- The diagonal operator with entries `14/25` and `21/50`. -/
def wG : Matrix (Fin 2) (Fin 2) ℂ := !![14/25, 0; 0, 21/50]

/-- The ensemble `wP, wRho`, POVM `wE` and certificate `wG` of trace `49/50` obey the slackness
condition, and `wE 0` meets the projector and positivity conditions of the Helstrom theorem. -/
theorem certificate_witness :
    IsEnsemble wP wRho ∧ IsPOVM wE ∧ IsCertificate wP wRho wG ∧
      (∀ k, (wG - (wP k : ℂ) • wRho k) * wE k = 0) ∧ trace wG = 49 / 50 ∧
      (wE 0)ᴴ = wE 0 ∧ wE 0 * wE 0 = wE 0 ∧ (helstrom wP wRho * wE 0).PosSemidef ∧
      (-(helstrom wP wRho * (1 - wE 0))).PosSemidef := by
  have key : ∀ {m : ℕ} {A : Matrix (Fin 2) (Fin 2) ℂ} (B : Matrix (Fin m) (Fin 2) ℂ),
      A = Bᴴ * B → A.PosSemidef := fun B h => by
    rw [h]
    exact posSemidef_conjTranspose_mul_self B
  simp only [IsEnsemble, IsPOVM, IsCertificate, Fin.forall_fin_two]
  refine ⟨⟨by norm_num [wP], by norm_num [wP], ⟨key !![4/5, 3/5] ?_, key !![4/5, -3/5] ?_⟩,
      by constructor <;> simp [wRho, trace_fin_two] <;> norm_num⟩,
    ⟨⟨key !![1/2, 1/2; 1/2, 1/2] ?_, key !![1/2, -1/2; 1/2, -1/2] ?_⟩, ?_⟩,
    ⟨key !![1/5, -1/5; 1/5, -1/5; 2/5, -2/5] ?_, key !![1/5, 1/5; 1/5, 1/5; 2/5, 2/5] ?_⟩,
    ⟨?_, ?_⟩, by (simp [wG, trace_fin_two]; norm_num), ?_, ?_,
    key !![1/5, 1/5; 1/5, 1/5; 2/5, 2/5] ?_, key !![1/5, -1/5; 1/5, -1/5; 2/5, -2/5] ?_⟩
  all_goals
    ext i j
    fin_cases i <;> fin_cases j <;>
      simp [wP, wRho, wE, wG, helstrom, Matrix.mul_apply, Matrix.one_apply,
        Matrix.vecMul, dotProduct, map_ofNat, Fin.sum_univ_succ] <;> norm_num [map_ofNat]

end

end StateDiscrimination
```

```lean
#print axioms StateDiscrimination.certificate_isHermitian
#print axioms StateDiscrimination.yuen_kennedy_lax
#print axioms StateDiscrimination.perfect_discrimination
#print axioms StateDiscrimination.helstrom_optimal
```

```
'StateDiscrimination.certificate_isHermitian' depends on axioms: [propext, Classical.choice, Quot.sound]
'StateDiscrimination.yuen_kennedy_lax' depends on axioms: [propext, Classical.choice, Quot.sound]
'StateDiscrimination.perfect_discrimination' depends on axioms: [propext, Classical.choice, Quot.sound]
'StateDiscrimination.helstrom_optimal' depends on axioms: [propext, Classical.choice, Quot.sound]
```

### How the proof follows the derivation

`trace_mul_posSemidef` is step 1. The factors C and D come from `CStarAlgebra.nonneg_iff_eq_star_mul_self`, and `ht` is the identity Tr(AB) = Tr(M†M), with `trace_mul_comm _ D` moving D to the front. In the order on ℂ, `0 ≤ trace (A * B)` means nonnegative real part and zero imaginary part, and `Complex.le_def` splits it so. A vanishing real part therefore gives a vanishing trace, `trace_conjTranspose_mul_self_eq_zero_iff` turns that into M = 0, and the final `calc` is AB = C†MD.

`certificate_isHermitian` is step 2 and `duality_gap` is step 3. The latter assumes only `∑ k, E k = 1`, with no positivity. In `yuen_kennedy_lax`, `t` applies step 1 to every k, `hnn` says the sum is nonnegative, `hz` says it vanishes only term by term, and `linarith` combines these with `gap`.

`optimal_of_slackness` states the three conclusions of step 5 and chains the inequalities through `heq`, which is S(E) = Re Tr G. `perfect_discrimination` is the only general theorem that assumes `IsEnsemble`. There `hs` rewrites G − p_kρ_k as a sum over `Finset.univ.erase k`, `h1` is the unit trace, and `h2` takes the trace of the slackness equation. For a label j with p_j = 0 the equations p_jρ_jE_k = 0 hold trivially.

In `helstrom_optimal`, `c0` and `c1` are the two displayed identities of step 7, and `s0` and `s1` are slackness. The comparison runs over all two-outcome POVMs `F`, projective or not. `certificate_witness` collects step 8: `key` proves each positivity claim from an explicit rational B with A = B†B, and the remaining matrix equations are checked entry by entry. The value S(E) = 49/50 is not among its clauses and comes from passing them to `yuen_kennedy_lax`.

### Remarks

The theorem `optimal_of_slackness` starts from a given certificate. That an optimal POVM always admits a certificate with slackness, which makes the Yuen–Kennedy–Lax conditions necessary as well as sufficient, is a strong-duality argument that the file does not contain. Likewise `helstrom_optimal` takes P as given. The usual choice is the projector on the eigenspaces of Δ with nonnegative eigenvalue, but neither its construction nor the closed formula for the optimum through the trace norm of Δ is part of the theorem. Infinite dimension is not modelled, and neither is unambiguous discrimination, where an inconclusive outcome is allowed but a wrong guess is not.

In quantum measurement theory the result lets one confirm that a proposed measurement is optimal by forming G = Σ_k p_kρ_kE_k, as in step 5, and checking positivity and matrix products, for finitely many states in finite dimension and exactly given matrices.

A one-dimensional example, worked on paper only, shows what the hypotheses do. Take ρ_0 = ρ_1 = 1, p_0 = 3/4 and p_1 = 1/4, so that S(E) = (3/4)E_0 + (1/4)E_1 and G = 3/4 is a certificate. Without positivity of the effects, E_0 = 2 and E_1 = −1 sum to 1 and give S = 5/4 > 3/4. Without completeness, E_0 = E_1 = 1 gives S = 1 > 3/4. Without the certificate condition at k = 0, take G = 1/4, E_0 = 0 and E_1 = 1. Slackness holds for both labels and S(E) = Tr G = 1/4, yet always guessing 0 succeeds with probability 3/4, so the bound fails and E is the worst POVM.
